# Averaging over a finite group with a one-dimensional character projects onto the states that transform by it

When basis states mix even and odd functions, or waves of different lattice momentum, the Hamiltonian matrix generally does not show the blocks that the symmetry allows. Splitting states into parts of definite symmetry brings these blocks out. For a finite symmetry group and a one-dimensional character $\chi$, a weighted average over the group extracts the part of a state that transforms by $\chi$.

```lean
import Mathlib

open scoped InnerProductSpace ComplexConjugate

namespace SymmetryProjectors

noncomputable section

variable {G : Type*} [Group G] [Fintype G]
variable {V : Type*} [AddCommGroup V] [Module ℂ V]

/-- The symmetry projector `P_χ = (1/|G|) ∑ χ(g⁻¹) ρ(g)` of a finite group `G` acting by `ρ`,
for a one-dimensional character `χ`. -/
def proj (ρ : G →* Module.End ℂ V) (χ : G →* ℂˣ) : Module.End ℂ V :=
  (Fintype.card G : ℂ)⁻¹ • ∑ g : G, ((χ g⁻¹ : ℂˣ) : ℂ) • ρ g

/-- A symmetry operation applied after the projector only multiplies it by the character:
`ρ(h) P_χ = χ(h) P_χ`. -/
theorem rho_mul_proj (ρ : G →* Module.End ℂ V) (χ : G →* ℂˣ) (h : G) :
    ρ h * proj ρ χ = ((χ h : ℂˣ) : ℂ) • proj ρ χ := by
  have key : ρ h * ∑ g : G, ((χ g⁻¹ : ℂˣ) : ℂ) • ρ g
      = ((χ h : ℂˣ) : ℂ) • ∑ g : G, ((χ g⁻¹ : ℂˣ) : ℂ) • ρ g := by
    rw [Finset.mul_sum, Finset.smul_sum]
    -- relabel the group elements by g ↦ h g
    refine Fintype.sum_equiv (Equiv.mulLeft h) _ _ fun g => ?_
    change ρ h * (((χ g⁻¹ : ℂˣ) : ℂ) • ρ g)
      = ((χ h : ℂˣ) : ℂ) • ((χ (h * g)⁻¹ : ℂˣ) : ℂ) • ρ (h * g)
    have c : ((χ g⁻¹ : ℂˣ) : ℂ) = ((χ h : ℂˣ) : ℂ) * ((χ (h * g)⁻¹ : ℂˣ) : ℂ) := by
      rw [← Units.val_mul, mul_inv_rev, map_mul χ, mul_comm (χ g⁻¹), ← mul_assoc,
        ← map_mul χ, mul_inv_cancel, map_one, one_mul]
    rw [mul_smul_comm, smul_smul, ← c, map_mul ρ]
  unfold proj
  rw [mul_smul_comm, key, smul_comm]

/-- A symmetry operation applied before the projector gives the same factor:
`P_χ ρ(h) = χ(h) P_χ`. -/
theorem proj_mul_rho (ρ : G →* Module.End ℂ V) (χ : G →* ℂˣ) (h : G) :
    proj ρ χ * ρ h = ((χ h : ℂˣ) : ℂ) • proj ρ χ := by
  have key : (∑ g : G, ((χ g⁻¹ : ℂˣ) : ℂ) • ρ g) * ρ h
      = ((χ h : ℂˣ) : ℂ) • ∑ g : G, ((χ g⁻¹ : ℂˣ) : ℂ) • ρ g := by
    rw [Finset.sum_mul, Finset.smul_sum]
    -- relabel the group elements by g ↦ g h
    refine Fintype.sum_equiv (Equiv.mulRight h) _ _ fun g => ?_
    change (((χ g⁻¹ : ℂˣ) : ℂ) • ρ g) * ρ h
      = ((χ h : ℂˣ) : ℂ) • ((χ (g * h)⁻¹ : ℂˣ) : ℂ) • ρ (g * h)
    have c : ((χ g⁻¹ : ℂˣ) : ℂ) = ((χ h : ℂˣ) : ℂ) * ((χ (g * h)⁻¹ : ℂˣ) : ℂ) := by
      rw [← Units.val_mul, mul_inv_rev, map_mul χ, ← mul_assoc,
        ← map_mul χ, mul_inv_cancel, map_one, one_mul]
    rw [smul_mul_assoc, smul_smul, ← c, map_mul ρ]
  unfold proj
  rw [smul_mul_assoc, key, smul_comm]

/-- The projector fixes a state exactly when the state transforms by the character `χ` under
every symmetry operation. -/
theorem proj_apply_eq_self_iff (ρ : G →* Module.End ℂ V) (χ : G →* ℂˣ) (x : V) :
    proj ρ χ x = x ↔ ∀ g, ρ g x = ((χ g : ℂˣ) : ℂ) • x := by
  constructor
  · intro h g
    have h2 := LinearMap.congr_fun (rho_mul_proj ρ χ g) x
    rwa [Module.End.mul_apply, LinearMap.smul_apply, h] at h2
  · intro hx
    -- every term of the group average equals x
    have t : ∀ g, ((χ g⁻¹ : ℂˣ) : ℂ) • ρ g x = x := by
      intro g
      rw [hx, smul_smul, ← Units.val_mul, ← map_mul, inv_mul_cancel, map_one,
        Units.val_one, one_smul]
    simp only [proj, LinearMap.smul_apply, LinearMap.sum_apply, t, Finset.sum_const,
      Finset.card_univ]
    rw [← Nat.cast_smul_eq_nsmul ℂ, smul_smul,
      inv_mul_cancel₀ (Nat.cast_ne_zero.mpr Fintype.card_ne_zero), one_smul]

/-- A state that transforms by the character `χ` is annihilated by the projector of any
different character `χ'`. -/
theorem proj_apply_eq_zero (ρ : G →* Module.End ℂ V) {χ χ' : G →* ℂˣ} (hne : χ ≠ χ') {y : V}
    (hy : ∀ g, ρ g y = ((χ g : ℂˣ) : ℂ) • y) : proj ρ χ' y = 0 := by
  obtain ⟨g, hg⟩ := DFunLike.ne_iff.mp hne
  have h1 := LinearMap.congr_fun (proj_mul_rho ρ χ' g) y
  rw [Module.End.mul_apply, LinearMap.smul_apply, hy, map_smul] at h1
  -- the two characters differ at g, so the projected state vanishes
  have h2 : (((χ g : ℂˣ) : ℂ) - ((χ' g : ℂˣ) : ℂ)) • proj ρ χ' y = 0 := by
    rw [sub_smul, h1, sub_self]
  exact (smul_eq_zero.mp h2).resolve_left (sub_ne_zero.mpr fun e => hg (Units.ext e))

/-- Selection rule: an operator `H` that commutes with every symmetry operation does not couple
the sectors of two different characters, `P_χ' H P_χ = 0`. -/
theorem selection_rule (ρ : G →* Module.End ℂ V) {χ χ' : G →* ℂˣ} (hne : χ ≠ χ')
    (H : Module.End ℂ V) (hH : ∀ g, ρ g * H = H * ρ g) :
    proj ρ χ' * H * proj ρ χ = 0 := by
  refine LinearMap.ext fun x => ?_
  change proj ρ χ' (H (proj ρ χ x)) = 0
  refine proj_apply_eq_zero ρ hne fun g => ?_
  -- H carries the χ sector into itself
  have h1 := LinearMap.congr_fun (hH g) (proj ρ χ x)
  have h2 := LinearMap.congr_fun (rho_mul_proj ρ χ g) x
  rw [Module.End.mul_apply, Module.End.mul_apply] at h1
  rw [Module.End.mul_apply, LinearMap.smul_apply] at h2
  rw [h1, h2, map_smul]

/-- The operator `P_χ` is idempotent, its image transforms by `χ` under the group, and its
product with the projector of any different character vanishes. -/
theorem symmetry_projectors (ρ : G →* Module.End ℂ V) (χ : G →* ℂˣ) :
    proj ρ χ * proj ρ χ = proj ρ χ ∧
    (∀ h, ρ h * proj ρ χ = ((χ h : ℂˣ) : ℂ) • proj ρ χ) ∧
    ∀ χ' : G →* ℂˣ, χ ≠ χ' → proj ρ χ * proj ρ χ' = 0 := by
  refine ⟨LinearMap.ext fun x => ?_, rho_mul_proj ρ χ, fun χ' hne => ?_⟩
  · exact (proj_apply_eq_self_iff ρ χ (proj ρ χ x)).mpr fun g =>
      LinearMap.congr_fun (rho_mul_proj ρ χ g) x
  · -- the selection rule for the identity operator
    have h := selection_rule ρ hne.symm 1 fun g => by rw [mul_one, one_mul]
    rwa [mul_one] at h

/-- If the symmetry operations preserve the inner product, the projector is symmetric:
`⟪P_χ x, y⟫ = ⟪x, P_χ y⟫`. -/
theorem proj_symmetric {W : Type*} [NormedAddCommGroup W] [InnerProductSpace ℂ W]
    (ρ : G →* Module.End ℂ W) (hρ : ∀ g x y, ⟪ρ g x, ρ g y⟫_ℂ = ⟪x, y⟫_ℂ)
    (χ : G →* ℂˣ) (x y : W) : ⟪proj ρ χ x, y⟫_ℂ = ⟪x, proj ρ χ y⟫_ℂ := by
  have hadj : ∀ g, ⟪ρ g x, y⟫_ℂ = ⟪x, ρ g⁻¹ y⟫_ℂ := by
    intro g
    have e : ρ g (ρ g⁻¹ y) = y := by
      rw [← Module.End.mul_apply, ← map_mul, mul_inv_cancel, map_one, Module.End.one_apply]
    rw [← hρ g x (ρ g⁻¹ y), e]
  -- characters of a finite group are phases
  have hconj : ∀ g, conj ((χ g⁻¹ : ℂˣ) : ℂ) = ((χ g : ℂˣ) : ℂ) := by
    intro g
    have hp : ((χ g : ℂˣ) : ℂ) ^ Fintype.card G = 1 := by
      rw [← Units.val_pow_eq_pow_val, ← map_pow, pow_card_eq_one, map_one, Units.val_one]
    have hn : ‖((χ g : ℂˣ) : ℂ)‖ = 1 := Complex.norm_eq_one_of_pow_eq_one hp Fintype.card_ne_zero
    have hz : ((χ g : ℂˣ) : ℂ) * conj ((χ g : ℂˣ) : ℂ) = 1 := by
      rw [Complex.mul_conj, Complex.normSq_eq_norm_sq, hn]
      norm_num
    rw [map_inv, Units.val_inv_eq_inv_val, map_inv₀, eq_inv_of_mul_eq_one_right hz, inv_inv]
  simp only [proj, LinearMap.smul_apply, LinearMap.sum_apply, inner_smul_left,
    inner_smul_right, sum_inner, inner_sum, map_inv₀, map_natCast, hadj, hconj]
  congr 1
  exact Fintype.sum_equiv (Equiv.inv G) _ _ fun g => by simp

omit [Fintype G] in
/-- The regular representation: `G` acts on complex functions on `G` by
`(ρ(h) f)(g) = f(g h)`. -/
def regular : G →* Module.End ℂ (G → ℂ) where
  toFun h := LinearMap.funLeft ℂ ℂ fun g => g * h
  map_one' := LinearMap.ext fun f => funext fun g => congrArg f (mul_one g)
  map_mul' h k := LinearMap.ext fun f => funext fun g => congrArg f (mul_assoc g h k).symm

/-- In the regular representation the function `g ↦ χ(g)` is fixed by `P_χ`, and `P_χ` is not
zero, for every character `χ`. -/
theorem regular_witness (χ : G →* ℂˣ) :
    proj regular χ (fun g => ((χ g : ℂˣ) : ℂ)) = (fun g => ((χ g : ℂˣ) : ℂ)) ∧
    proj regular χ ≠ 0 := by
  have hf : proj regular χ (fun g => ((χ g : ℂˣ) : ℂ)) = (fun g => ((χ g : ℂˣ) : ℂ)) := by
    refine (proj_apply_eq_self_iff regular χ _).mpr fun h => funext fun g => ?_
    change ((χ (g * h) : ℂˣ) : ℂ) = ((χ h : ℂˣ) : ℂ) * ((χ g : ℂˣ) : ℂ)
    rw [map_mul, Units.val_mul, mul_comm]
  refine ⟨hf, fun h0 => ?_⟩
  rw [h0] at hf
  -- evaluate at the group element 1, where χ does not vanish
  have h1 : (0 : ℂ) = ((χ 1 : ℂˣ) : ℂ) := congrFun hf 1
  exact (χ 1).ne_zero h1.symm

end

end SymmetryProjectors
```

```lean
#print axioms SymmetryProjectors.symmetry_projectors
#print axioms SymmetryProjectors.proj_symmetric
```

```
'SymmetryProjectors.symmetry_projectors' depends on axioms: [propext, Classical.choice, Quot.sound]
'SymmetryProjectors.proj_symmetric' depends on axioms: [propext, Classical.choice, Quot.sound]
```

## Parity, lattice momentum and the operator $P_\chi$

Let $G$ be a finite group of symmetry operations, with $|G|$ elements, and let $\rho(g)$ be the linear operator by which $g$ acts on states. A character $\chi$ assigns to each $g$ a nonzero complex number, with $\chi(gh)=\chi(g)\chi(h)$. The states with $\rho(g)x=\chi(g)x$ for all $g$ form the $\chi$ sector. The projector is

$$P_\chi=\frac1{|G|}\sum_{g\in G}\chi(g^{-1})\,\rho(g).$$

For inversion, with parity operator $\Pi$ and $\Pi^2=1$, the two characters give $P_\pm=(1\pm\Pi)/2$, the even and odd parts. For translations around a finite ring, the characters are labelled by the allowed lattice momenta.

The theorem `symmetry_projectors` states three things: $P_\chi^2=P_\chi$; $\rho(h)P_\chi=\chi(h)P_\chi$ for every $h$; and $P_\chi P_{\chi'}=0$ whenever $\chi\neq\chi'$.

## What the Lean types stand for

The state space `V` is a complex vector space of any dimension, with no inner product. `Module.End ℂ V` is the set of linear operators on it, and `*` between operators is composition, so the right-hand factor acts first. The type `G →* Module.End ℂ V` says that $\rho(gh)=\rho(g)\rho(h)$ and $\rho(1)=1$ hold exactly. An action that is multiplicative only up to phases, as can happen for rotations of a half-integer spin, must first be turned into a true representation, by a new choice of phases where that is possible and otherwise by passing to a larger group.

The type `G →* ℂˣ` contains the homomorphisms into the nonzero complex numbers, and the casts `((χ g : ℂˣ) : ℂ)` read $\chi(g)$ as an ordinary complex number. In textbooks "character" usually means the trace of a representation of any dimension; here it means the one-dimensional case, where the trace is the number itself. Degenerate levels that belong to higher-dimensional irreducible representations therefore need a different projector. Textbooks also write $\chi(g)^*$ where `proj` has $\chi(g^{-1})$; the two agree for a finite group, as shown below.

The operator `H` in `selection_rule` is defined on all of `V`. This fits a matrix Hamiltonian in a finite basis whose span is invariant under the group. A continuum Hamiltonian is usually unbounded and defined only on a domain, and passing to it takes a separate argument that the projected states stay in that domain.

## Relabelling the group sum

Apply $\rho(h)$ to the average and set $k=hg$. Then $g^{-1}=k^{-1}h$, so $\chi(g^{-1})=\chi(h)\chi(k^{-1})$, and $k$ runs once over the group when $g$ does:

$$\rho(h)P_\chi=\frac1{|G|}\sum_g\chi(g^{-1})\rho(hg)=\frac{\chi(h)}{|G|}\sum_k\chi(k^{-1})\rho(k)=\chi(h)P_\chi.$$

With $k=gh$ and $g^{-1}=hk^{-1}$, the same calculation gives $P_\chi\rho(h)=\chi(h)P_\chi$. The group need not be commutative, because the values of $\chi$ commute in any case.

These are `rho_mul_proj` and `proj_mul_rho`. In each, `Fintype.sum_equiv` performs the relabelling, by `Equiv.mulLeft h` or `Equiv.mulRight h`, and the auxiliary identity `c` is the factorisation of $\chi(g^{-1})$.

## States that are fixed and states that are annihilated

If $P_\chi x=x$, then $\rho(g)x=\rho(g)P_\chi x=\chi(g)P_\chi x=\chi(g)x$, so $x$ lies in the $\chi$ sector. Conversely, if $x$ lies in that sector, every term of the average is

$$\chi(g^{-1})\rho(g)x=\chi(g^{-1})\chi(g)x=x,$$

and the average of $|G|$ copies of $x$ is $x$. This equivalence is `proj_apply_eq_self_iff`; the statement `t` in its proof says that each term equals $x$.

Now let $y$ lie in the $\chi$ sector and let $\chi'\neq\chi$. Two different characters differ on at least one element $g$. For that $g$, evaluate $P_{\chi'}\rho(g)y$ in two ways:

$$\chi(g)P_{\chi'}y=P_{\chi'}\rho(g)y=\chi'(g)P_{\chi'}y.$$

Hence $(\chi(g)-\chi'(g))P_{\chi'}y=0$ with a nonzero prefactor, so $P_{\chi'}y=0$. In `proj_apply_eq_zero`, `DFunLike.ne_iff` supplies the element $g$, and `smul_eq_zero` yields the conclusion once the prefactor is known to be nonzero.

## No coupling between sectors

Suppose that $H$ commutes with every $\rho(g)$, which is what it means for the Hamiltonian to be invariant under the symmetry. For any state $x$,

$$\rho(g)HP_\chi x=H\rho(g)P_\chi x=\chi(g)HP_\chi x.$$

So $HP_\chi x$ is again in the $\chi$ sector, and $P_{\chi'}$ annihilates it when $\chi'\neq\chi$. This is `selection_rule`: $P_{\chi'}HP_\chi=0$. Its proof checks the displayed relation and hands it to `proj_apply_eq_zero`.

The main theorem follows quickly. The vector $P_\chi x$ transforms by $\chi$, hence it is fixed by $P_\chi$, which gives $P_\chi^2=P_\chi$. The second claim is `rho_mul_proj`. The third is the selection rule for $H=1$, with the roles of the two characters exchanged; the Lean proof uses `hne.symm` for this exchange.

## Orthogonality when the symmetry preserves inner products

Idempotence alone allows an oblique projector. The theorem `proj_symmetric` adds an inner product, on a space now called `W`, and the hypothesis `hρ` that $\langle\rho(g)x,\rho(g)y\rangle=\langle x,y\rangle$. Physically, the symmetry operations leave overlaps between states unchanged. The inner product is conjugate-linear in its first argument.

Since $g^{|G|}=1$, also $\chi(g)^{|G|}=1$, so $|\chi(g)|=1$ and $\chi(g^{-1})^*=\chi(g)$. Applying `hρ` to $x$ and $\rho(g^{-1})y$ gives $\langle\rho(g)x,y\rangle=\langle x,\rho(g^{-1})y\rangle$. Therefore

$$\langle P_\chi x,y\rangle=\frac1{|G|}\sum_g\chi(g)\langle x,\rho(g^{-1})y\rangle=\langle x,P_\chi y\rangle,$$

where the last step relabels $g$ as $g^{-1}$. The proof names the two ingredients `hconj` and `hadj`, and `Equiv.inv G` does the relabelling. Together with idempotence, this makes $P_\chi$ an orthogonal projector.

## Functions on the group contain every character

In a given representation a sector may be empty apart from the zero vector, and then $P_\chi=0$. The representation `regular` shows that each character does occur somewhere. It acts on complex functions on $G$ by $(\rho(h)f)(g)=f(gh)$. For the function $f=\chi$,

$$(\rho(h)\chi)(g)=\chi(gh)=\chi(h)\chi(g),$$

so $\chi$ lies in its own sector and $P_\chi$ fixes it. Because $\chi(1)=1$, this function is not zero, and neither is $P_\chi$. That is `regular_witness`, whose last lines evaluate at the identity element to rule out $P_\chi=0$.

## Four spins on a ring

In exact diagonalisation of a finite translation-invariant spin ring, the projector builds the momentum basis. Take four spins one-half, let $T$ move every spin by one site, and label the characters by $\chi_k(T)=e^{ik}$ with $k=0,\pm\pi/2,\pi$. Then

$$P_k=\frac14\sum_{n=0}^{3}e^{-ikn}T^n.$$

Applied to $|s\rangle=|{\uparrow\downarrow\uparrow\downarrow}\rangle$, for which $T^2|s\rangle=|s\rangle$, it gives

$$P_k|s\rangle=\tfrac14\left(1+e^{-2ik}\right)\left(|s\rangle+e^{-ik}T|s\rangle\right).$$

This vanishes for $k=\pm\pi/2$. For $k=0$ and $k=\pi$ it gives, after normalisation, $(|s\rangle\pm T|s\rangle)/\sqrt2$, with the plus sign for $k=0$.

The calculation takes one representative configuration from each set related by translation, projects it, and discards it in the sectors where the result is zero. The 16 configurations form six such sets, and the sectors $k=0,\pi,\pi/2,-\pi/2$ have dimensions 6, 4, 3 and 3. A Heisenberg Hamiltonian with equal couplings around the ring commutes with $T$, so its $16\times16$ matrix splits into blocks of these sizes.

## Operators that change the sector

The argument for the selection rule also handles an operator $A$ that is not invariant but picks up a character $\eta$ of its own, $\rho(g)A=\eta(g)A\rho(g)$. Then

$$\rho(g)AP_\chi x=\eta(g)\chi(g)AP_\chi x,$$

so $A$ carries the $\chi$ sector into the sector of the product character $\eta\chi$, and $P_{\chi'}AP_\chi=0$ unless $\chi'=\eta\chi$. The theorem `selection_rule` is the case $\eta=1$. Under inversion the electric dipole operator changes sign, so its matrix element between two states of definite parity vanishes unless their parities are opposite.
